# For Hermitian A and B, A + B has at most as many eigenvalues above a + b as A has above a and B has above b together

For a Hermitian matrix M and a real number t, let N(M, t) be the number of eigenvalues of M strictly above t, counted with multiplicity. Let A be the one-electron Hamiltonian of a finite tight-binding chain, and let B = V|s⟩⟨s| be an impurity potential of strength V > 0 on a single site s.

I have read that N(A + B, a) is at most N(A, a) + 1, however large V is. This puzzles me. A and B don't commute, so A + B shares a complete set of eigenvectors with neither of them, and a strong impurity can shift many levels at once. Why can't it push three or four of them past the energy a? And is there a version for a general perturbation B?

## One positive eigenvalue of B adds at most one level above any energy

What you read is correct. Many levels may move, but the number above a fixed energy rises by at most one. The general statement, for Hermitian A and B of equal finite size and any real a and b, is

N(A + B, a + b) ≤ N(A, a) + N(B, b).

Your impurity has the eigenvalue V once and otherwise only zeros, so N(B, 0) = 1, and b = 0 gives your bound. If a is the highest level of the clean chain, at most one state splits off above it. In this finite, non-interacting model, the inequality therefore limits how many states a perturbation can lift out of a band.

Commutation plays no role, because the argument compares expectation values in one common state, and these add whether or not A and B commute.

### Expectation values from overlaps

Let d be the dimension, and let uᵢ be orthonormal eigenvectors of A with eigenvalues λᵢ. The inner product ⟨x, y⟩ is linear in y. For a state x, not necessarily normalised, put cᵢ = ⟨uᵢ, x⟩. Inserting the complete basis and letting A act on the eigenvector gives

⟨x, A x⟩ = Σᵢ ⟨x, uᵢ⟩⟨uᵢ, A x⟩ = Σᵢ ⟨x, uᵢ⟩⟨A uᵢ, x⟩ = Σᵢ λᵢ |cᵢ|².

Since ‖x‖² = Σᵢ |cᵢ|², it follows that

⟨x, A x⟩ − a‖x‖² = Σᵢ (λᵢ − a)|cᵢ|².

Two bounds can be read off.

- If x is orthogonal to every uᵢ with λᵢ > a, no term is positive, so ⟨x, A x⟩ ≤ a‖x‖².
- If x is nonzero and orthogonal to every uᵢ with λᵢ ≤ a, no term is negative and at least one is positive, so ⟨x, A x⟩ > a‖x‖².

For a normalised state, the right-hand sides are simply a.

### Too few conditions to exclude a state

Write p = N(A, a), q = N(B, b) and r = N(A + B, a + b), and suppose that r > p + q. Ask for a state x orthogonal to

- the p eigenvectors of A with eigenvalue above a,
- the q eigenvectors of B with eigenvalue above b,
- the d − r eigenvectors of A + B with eigenvalue at most a + b.

These are p + q + d − r linear conditions, which is fewer than d, so a nonzero x satisfies them all. The first bound applies to A and to B, the second to A + B:

(a + b)‖x‖² < ⟨x, (A + B) x⟩ = ⟨x, A x⟩ + ⟨x, B x⟩ ≤ (a + b)‖x‖².

This is a contradiction, so r ≤ p + q.

### From counts to individual levels

Number the eigenvalues downwards from zero: α₀ ≥ α₁ ≥ … for A, β₀ ≥ β₁ ≥ … for B, and γ₀ ≥ γ₁ ≥ … for A + B. Level 0 is thus the highest, whereas a physicist would often give that number to the ground state.

Then αₖ > a holds exactly when N(A, a) > k. If αₖ > a, the k + 1 levels α₀, …, αₖ all lie above a. If αₖ ≤ a, so do all later levels, and at most k remain above.

Now use levels as thresholds, a = αᵢ and b = βⱼ. No level lies above itself, so N(A, αᵢ) ≤ i and N(B, βⱼ) ≤ j. The counting inequality gives N(A + B, αᵢ + βⱼ) ≤ i + j, which means

γᵢ₊ⱼ ≤ αᵢ + βⱼ whenever i + j < d.

This bounds levels from above. Weyl's lower bounds come from using −A and −B and renumbering from the other end, a step I mention without a formal proof.

### The same inequalities in Lean

The finite type `n` labels the basis states, so d is `Fintype.card n`, and `Matrix n n ℂ` holds the matrix of an observable in an orthonormal basis. The hypotheses `hA` and `hB` say that `A` and `B` are Hermitian, and `hA.add hB` is the resulting proof for the sum.

N(A, a) is `countAbove hA a`. It counts the indices `i` with `a < hA.eigenvalues i`. Mathlib's list has one entry for each basis label, so a degenerate level is counted as often as it occurs. `weyl_count` is the counting inequality, with all three comparisons strict and no condition on the signs of `a` and `b`.

`weyl_ordered` is the inequality for γᵢ₊ⱼ. It uses `eigenvalues₀`, the same eigenvalues in decreasing order and numbered from zero. The expressions `⟨i, by omega⟩` and `⟨j, by omega⟩` pair each number with a proof that it is below d.

The name `expect` needs some care: it is the real part of ⟨x, A x⟩ without division by ‖x‖², so it is the usual expectation value only for normalised `x`. It serves the proof and does not occur in the two final statements.

The hypotheses start from finite matrices. Passing from a real solid to a one-electron Hamiltonian on finitely many orbitals is an approximation that has to be justified separately.

```lean
import Mathlib

open Matrix

namespace WeylCounting

noncomputable section

variable {n : Type*} [Fintype n] [DecidableEq n] {A B : Matrix n n ℂ}

/-- The number of eigenvalues of a Hermitian matrix strictly above the threshold `a`,
counted with multiplicity. -/
def countAbove (hA : A.IsHermitian) (a : ℝ) : ℕ :=
  Fintype.card {i // a < hA.eigenvalues i}

/-- The real part of `⟨x, A x⟩` for a state vector `x`, which need not be normalised. -/
def expect (A : Matrix n n ℂ) (x : EuclideanSpace ℂ n) : ℝ :=
  (inner ℂ x (Matrix.toEuclideanLin A x)).re

/-- The eigenvalue equation for the orthonormal eigenvectors of a Hermitian matrix. -/
theorem eigen_equation (hA : A.IsHermitian) (i : n) :
    Matrix.toEuclideanLin A (hA.eigenvectorBasis i)
      = (hA.eigenvalues i : ℂ) • hA.eigenvectorBasis i := by
  ext k
  have h := congrFun (hA.mulVec_eigenvectorBasis i) k
  rw [Pi.smul_apply, Complex.real_smul] at h
  exact h

/-- For a Hermitian matrix `A` and any vector `x`, the real part of `⟨x, A x⟩` is the sum of the
eigenvalues of `A` weighted by the squared overlaps of `x` with the eigenvectors. -/
theorem expect_eq_sum (hA : A.IsHermitian) (x : EuclideanSpace ℂ n) :
    expect A x = ∑ i, hA.eigenvalues i * ‖inner ℂ (hA.eigenvectorBasis i) x‖ ^ 2 := by
  have hs := isSymmetric_toEuclideanLin_iff.2 hA
  unfold expect
  rw [← hA.eigenvectorBasis.sum_inner_mul_inner x _, Complex.re_sum]
  refine Finset.sum_congr rfl fun i _ => ?_
  -- let the matrix act on the eigenvector instead of on the state
  rw [← hs (hA.eigenvectorBasis i) x, eigen_equation hA, inner_smul_left,
    Complex.conj_ofReal, ← inner_conj_symm x (hA.eigenvectorBasis i)]
  generalize inner ℂ (hA.eigenvectorBasis i) x = z
  rw [Complex.sq_norm, Complex.normSq_apply]
  simp only [Complex.mul_re, Complex.mul_im, Complex.conj_re, Complex.conj_im,
    Complex.ofReal_re, Complex.ofReal_im]
  ring

/-- If `A` is Hermitian and `x` is orthogonal to every eigenvector with eigenvalue above `a`, then
the real part of `⟨x, A x⟩` is at most `a` times the squared norm of `x`. -/
theorem expect_le (hA : A.IsHermitian) {a : ℝ} {x : EuclideanSpace ℂ n}
    (h : ∀ i, a < hA.eigenvalues i → inner ℂ (hA.eigenvectorBasis i) x = 0) :
    expect A x ≤ a * ‖x‖ ^ 2 := by
  rw [expect_eq_sum hA, ← hA.eigenvectorBasis.sum_sq_norm_inner_right x, Finset.mul_sum]
  refine Finset.sum_le_sum fun i _ => ?_
  by_cases hi : a < hA.eigenvalues i
  · simp [h i hi]
  · exact mul_le_mul_of_nonneg_right (not_lt.1 hi) (sq_nonneg _)

/-- If `A` is Hermitian and `x` is nonzero and orthogonal to every eigenvector with eigenvalue at
most `a`, then the real part of `⟨x, A x⟩` is strictly above `a` times the squared norm of `x`. -/
theorem lt_expect (hA : A.IsHermitian) {a : ℝ} {x : EuclideanSpace ℂ n} (hx : x ≠ 0)
    (h : ∀ i, ¬ a < hA.eigenvalues i → inner ℂ (hA.eigenvectorBasis i) x = 0) :
    a * ‖x‖ ^ 2 < expect A x := by
  -- a nonzero state overlaps with some eigenvector
  obtain ⟨j, hj⟩ : ∃ j, inner ℂ (hA.eigenvectorBasis j) x ≠ 0 := by
    by_contra! h0
    have hn : ‖x‖ ^ 2 = 0 := by
      rw [← hA.eigenvectorBasis.sum_sq_norm_inner_right x]
      exact Finset.sum_eq_zero fun i _ => by rw [h0 i]; simp
    exact hx (by simpa using hn)
  have hlt : a < hA.eigenvalues j := by
    by_contra hc
    exact hj (h j hc)
  rw [expect_eq_sum hA, ← hA.eigenvectorBasis.sum_sq_norm_inner_right x, Finset.mul_sum]
  refine Finset.sum_lt_sum (fun i _ => ?_) ⟨j, Finset.mem_univ j,
    mul_lt_mul_of_pos_right hlt (pow_pos (norm_pos_iff.2 hj) 2)⟩
  by_cases hi : a < hA.eigenvalues i
  · exact mul_le_mul_of_nonneg_right hi.le (sq_nonneg _)
  · simp [h i hi]

omit [DecidableEq n] in
/-- Given fewer vectors than the dimension of the state space, some nonzero state is
orthogonal to all of them. -/
theorem exists_orthogonal_state {ι : Type*} [Fintype ι] (w : ι → EuclideanSpace ℂ n)
    (hc : Fintype.card ι < Fintype.card n) :
    ∃ x : EuclideanSpace ℂ n, x ≠ 0 ∧ ∀ k, inner ℂ (w k) x = 0 := by
  let f : EuclideanSpace ℂ n →ₗ[ℂ] (ι → ℂ) :=
    { toFun := fun x k => inner ℂ (w k) x
      map_add' := fun x y => funext fun k => inner_add_right _ _ _
      map_smul' := fun c x => funext fun k => inner_smul_right _ _ _ }
  have hf : LinearMap.ker f ≠ ⊥ := LinearMap.ker_ne_bot_of_finrank_lt (by simpa using hc)
  obtain ⟨x, hx, hx0⟩ := (Submodule.ne_bot_iff _).1 hf
  exact ⟨x, hx0, fun k => congrFun (LinearMap.mem_ker.1 hx) k⟩

/-- **Weyl inequality, counting form.** For Hermitian `A` and `B`, the number of eigenvalues
of `A + B` above `a + b` is at most the number of eigenvalues of `A` above `a` plus the
number of eigenvalues of `B` above `b`, all with multiplicity. -/
theorem weyl_count (hA : A.IsHermitian) (hB : B.IsHermitian) (a b : ℝ) :
    countAbove (hA.add hB) (a + b) ≤ countAbove hA a + countAbove hB b := by
  by_contra! hlt
  unfold countAbove at hlt
  -- high eigenvectors of A and B, and low eigenvectors of A + B
  obtain ⟨x, hx, ho⟩ := exists_orthogonal_state
    (Sum.elim (fun i : {i // a < hA.eigenvalues i} => hA.eigenvectorBasis i)
      (Sum.elim (fun i : {i // b < hB.eigenvalues i} => hB.eigenvectorBasis i)
        (fun i : {i // ¬ a + b < (hA.add hB).eigenvalues i} =>
          (hA.add hB).eigenvectorBasis i))) (by
      have hle := Fintype.card_subtype_le fun i => a + b < (hA.add hB).eigenvalues i
      rw [Fintype.card_sum, Fintype.card_sum, Fintype.card_subtype_compl]
      omega)
  have h1 := expect_le hA fun i hi => ho (Sum.inl ⟨i, hi⟩)
  have h2 := expect_le hB fun i hi => ho (Sum.inr (Sum.inl ⟨i, hi⟩))
  have h3 := lt_expect (hA.add hB) hx fun i hi => ho (Sum.inr (Sum.inr ⟨i, hi⟩))
  -- `expect` is additive in the matrix, which contradicts the three bounds
  have h4 : expect (A + B) x = expect A x + expect B x := by
    simp only [expect, map_add, LinearMap.add_apply, inner_add_right, Complex.add_re]
  linarith

/-- With the eigenvalues in decreasing order and numbered from zero, eigenvalue number `k`
lies above `a` exactly when more than `k` eigenvalues do. -/
theorem lt_level_iff (hA : A.IsHermitian) (a : ℝ) (k : Fin (Fintype.card n)) :
    a < hA.eigenvalues₀ k ↔ (k : ℕ) < countAbove hA a := by
  have hc : countAbove hA a
      = (Finset.univ.filter fun j => a < hA.eigenvalues₀ j).card := by
    rw [← Fintype.card_subtype]
    exact Fintype.card_congr
      ((Fintype.equivOfCardEq (Fintype.card_fin _)).symm.subtypeEquiv fun _ => Iff.rfl)
  rw [hc]
  constructor
  · intro h
    have hs : Finset.Iic k ⊆ Finset.univ.filter fun j => a < hA.eigenvalues₀ j :=
      fun j hj => Finset.mem_filter.2 ⟨Finset.mem_univ j,
        h.trans_le (hA.eigenvalues₀_antitone (Finset.mem_Iic.1 hj))⟩
    have := Finset.card_le_card hs
    rw [Fin.card_Iic] at this
    omega
  · intro h
    by_contra hk
    have hs : (Finset.univ.filter fun j => a < hA.eigenvalues₀ j) ⊆ Finset.Iio k := by
      intro j hj
      rw [Finset.mem_Iio]
      by_contra hjk
      exact hk ((Finset.mem_filter.1 hj).2.trans_le
        (hA.eigenvalues₀_antitone (not_lt.1 hjk)))
    have := Finset.card_le_card hs
    rw [Fin.card_Iio] at this
    omega

/-- **Weyl inequality, ordered form.** With eigenvalues in decreasing order and numbered from
zero, eigenvalue `i + j` of `A + B` is at most eigenvalue `i` of `A` plus eigenvalue `j`
of `B`, for Hermitian `A` and `B`. -/
theorem weyl_ordered (hA : A.IsHermitian) (hB : B.IsHermitian) (i j : ℕ)
    (h : i + j < Fintype.card n) :
    (hA.add hB).eigenvalues₀ ⟨i + j, h⟩
      ≤ hA.eigenvalues₀ ⟨i, by omega⟩ + hB.eigenvalues₀ ⟨j, by omega⟩ := by
  by_contra! hlt
  have hi : i < Fintype.card n := by omega
  have hj : j < Fintype.card n := by omega
  -- use the levels themselves as thresholds in the counting form
  have h1 : i + j < countAbove (hA.add hB) (hA.eigenvalues₀ ⟨i, hi⟩ + hB.eigenvalues₀ ⟨j, hj⟩) :=
    (lt_level_iff (hA.add hB) _ ⟨i + j, h⟩).1 hlt
  have h2 := weyl_count hA hB (hA.eigenvalues₀ ⟨i, hi⟩) (hB.eigenvalues₀ ⟨j, hj⟩)
  have h3 : ¬ i < countAbove hA (hA.eigenvalues₀ ⟨i, hi⟩) :=
    fun hc => lt_irrefl _ ((lt_level_iff hA _ ⟨i, hi⟩).2 hc)
  have h4 : ¬ j < countAbove hB (hB.eigenvalues₀ ⟨j, hj⟩) :=
    fun hc => lt_irrefl _ ((lt_level_iff hB _ ⟨j, hj⟩).2 hc)
  omega

end

end WeylCounting
```

```lean
#print axioms WeylCounting.weyl_count
-- 'WeylCounting.weyl_count' depends on axioms: [propext, Classical.choice, Quot.sound]
#print axioms WeylCounting.weyl_ordered
-- 'WeylCounting.weyl_ordered' depends on axioms: [propext, Classical.choice, Quot.sound]
```

### The argument by hand, lemma by lemma

`eigen_equation` restates Mathlib's eigenvalue equation for vectors in Euclidean space. `expect_eq_sum` is the overlap formula: `sum_inner_mul_inner` inserts the complete basis, and `hs`, the symmetry of the operator, moves A onto the eigenvector. What remains is a complex number times its conjugate, which is expanded into real and imaginary parts.

`expect_le` and `lt_expect` are the two bounds, obtained by comparing the sums term by term. For the strict one, the proof first finds an eigenvector `j` with nonzero overlap, since otherwise the norm of x would vanish. Its eigenvalue must exceed `a`, and `Finset.sum_lt_sum` needs just one such strictly larger term.

In `weyl_count`, `by_contra!` assumes r > p + q. The nested `Sum.elim` joins the three lists of eigenvectors into one family, and `omega` checks that it has fewer than d members. The facts `h1`, `h2` and `h3` are the three bounds for the common state, `h4` is additivity, and `linarith` finds the contradiction.

`lt_level_iff` translates between counts and ordered levels. Its two directions compare the set of levels above `a` with `Finset.Iic k`, which has k + 1 elements, and with `Finset.Iio k`, which has k. In `weyl_ordered`, `h3` and `h4` say that at most i levels of A lie above αᵢ and at most j levels of B above βⱼ, because no level lies above itself. `omega` combines them with the counting inequality and the assumption `h1` that more than i + j levels of A + B lie above αᵢ + βⱼ.

### A nonzero kernel supplies the state

The common state comes from the Mathlib lemma `LinearMap.ker_ne_bot_of_finrank_lt`: a linear map into a space of smaller dimension sends some nonzero vector to zero. In `exists_orthogonal_state` the map `f` sends x to the list of its inner products with the given vectors `w k`. A vector in its kernel is orthogonal to all of them.

Only the length of the list matters. The vectors need not be independent or even distinct, so the proof never asks how the eigenvectors of A, B and A + B are related. That relation is the complicated part of your puzzle, and the dimension count bypasses it. The state stands in the second slot of `inner ℂ (w k) x` because Mathlib's inner product is linear there and conjugate-linear in the first.

### Real eigenvalues cannot replace Hermiticity

Take the 2 × 2 matrices, written by rows,

A = (0 3; 0 0), B = (0 1; 1 0), A + B = (0 4; 1 0).

B is Hermitian and A is not, yet all eigenvalues are real: 0 and 0 for A, ±1 for B, and ±2 for A + B. With a = 0 and b = 1, neither A nor B has an eigenvalue above its threshold, but A + B has one above 1. So it is not enough for A to have real eigenvalues, even when B is Hermitian and the eigenvalues of the sum are real.

The step that fails is the first bound. A has no eigenvalue above 0, but in the normalised state x = (1, 1)/√2 one finds ⟨x, A x⟩ = 3/2. Without an orthonormal eigenbasis, the eigenvalues of a matrix need not limit its expectation values, and here they do not.
